# Periodic torsional solutions for a threefold barrier are sums of A and E Bloch components

To compute the torsional levels of a methyl-type rotor in the basis $e^{imp}$, with $p$ the torsional angle and $m$ an integer, one can sort the basis functions by the remainder of $m$ on division by 3 and diagonalise three smaller matrices. A threefold barrier proportional to $1-\cos 3p$ couples $m$ only to $m\pm3$, so the blocks do not mix. No level is lost, because every $2\pi$-periodic solution at energy $E$ is a sum of solutions at the same $E$, at most one from each block. This is shown here for a one-dimensional rotor with a constant kinetic coefficient, first for any potential of period $2\pi/n$, $n\ge1$, and then for $n=3$.

In Lean 4 with Mathlib:

```lean
import Mathlib

open Finset Real

namespace TorsionalBloch

noncomputable section
```

## The torsional equation and its threefold barrier

The equation is
$$-F f''(p)+U(p)f(p)=E f(p),$$
where $F$ is the internal-rotation constant, inversely proportional to the reduced moment of inertia, $U$ is the torsional potential, and $F$, $U$ and $E$ share one energy unit. `SolvesTorsion F U E f` says that the complex function $f$ has a first and a second derivative at every real angle and satisfies this equation there. Periodicity of $f$ is not part of the predicate; it enters as a separate hypothesis.

```lean
/-- The torsional Schrödinger equation `-F f'' + U f = E f` at every angle, for a twice
differentiable complex function `f`. -/
def SolvesTorsion (F : ℝ) (U : ℝ → ℝ) (E : ℝ) (f : ℝ → ℂ) : Prop :=
  ∃ f' f'' : ℝ → ℂ, (∀ p, HasDerivAt f (f' p) p) ∧ (∀ p, HasDerivAt f' (f'' p) p) ∧
    ∀ p, -(F : ℂ) * f'' p + (U p : ℂ) * f p = (E : ℂ) * f p
```

For the threefold rotor $U(p)=\tfrac V2(1-\cos 3p)$. With $V>0$ the minima lie at $p=0,\pm2\pi/3$ and $V$ is the barrier height, but the theorems put no sign condition on $V$ or $F$.

```lean
/-- The threefold barrier `(V/2)(1 - cos 3p)`. -/
def threefoldBarrier (V : ℝ) (p : ℝ) : ℝ := V / 2 * (1 - Real.cos (3 * p))
```

## Projecting onto a Bloch label

Let $\omega=e^{2\pi i/n}$, written `phase n` in the code. Rotation by $2\pi/n$ multiplies $e^{imp}$ by $\omega^m$, so the basis functions whose $m$ leaves the remainder $s$ on division by $n$ all acquire the phase $\omega^s$. The Bloch label $s$ therefore names a block of the basis.

```lean
/-- The elementary Bloch phase `exp(2πi/n)`, for `n ≥ 1`. -/
def phase (n : ℕ) : ℂ := Complex.exp (2 * π * Complex.I / n)
```

The component of $f$ with label $s$ averages the rotated copies of $f$ with inverse phases:
$$f_s(p)=\frac1n\sum_{k=0}^{n-1}\omega^{-sk}f\!\left(p+\frac{2\pi k}{n}\right).$$

```lean
/-- The component of `f` with Bloch label `s` under rotation by `2π/n`, for `n ≥ 1`:
the average of the rotated copies of `f`, weighted by inverse phases. -/
def blochComponent (n s : ℕ) (f : ℝ → ℂ) (p : ℝ) : ℂ :=
  (∑ k ∈ range n, (phase n ^ (s * k))⁻¹ * f (p + k * (2 * π / n))) / n
```

The phases are orthogonal. For $0\le s,t<n$,
$$\sum_{k=0}^{n-1}\omega^{-sk}\omega^{tk}=n\,\delta_{st}.$$
If $s=t$, every term is 1. If $s\ne t$, put $z=\omega^{-s}\omega^{t}$. Then $z^n=1$, and $z\neq1$ because $\omega$ is a primitive $n$-th root of unity. From
$$(1-z)\sum_{k=0}^{n-1}z^k=1-z^n=0$$
the sum vanishes. The proof makes the same case split: `hω.pow_inj` gives $z\ne1$, and `mul_neg_geom_sum` supplies the geometric identity.

```lean
/-- Orthogonality of the Bloch phases belonging to two labels `s` and `t` below `n`. -/
theorem phase_orthogonality {n s t : ℕ} (hs : s < n) (ht : t < n) :
    ∑ k ∈ range n, (phase n ^ (s * k))⁻¹ * phase n ^ (t * k)
      = if s = t then (n : ℂ) else 0 := by
  have hn : n ≠ 0 := by omega
  have hω : IsPrimitiveRoot (phase n) n := Complex.isPrimitiveRoot_exp n hn
  have h0 : phase n ≠ 0 := Complex.exp_ne_zero _
  split_ifs with h
  · subst h
    have h1 : ∀ k ∈ range n, (phase n ^ (s * k))⁻¹ * phase n ^ (s * k) = 1 :=
      fun k _ => inv_mul_cancel₀ (pow_ne_zero _ h0)
    rw [sum_congr rfl h1]
    simp
  · -- a geometric sum whose ratio is an n-th root of unity other than 1
    have hz : ∀ k ∈ range n, (phase n ^ (s * k))⁻¹ * phase n ^ (t * k)
        = ((phase n ^ s)⁻¹ * phase n ^ t) ^ k := by
      intro k _
      rw [mul_pow, inv_pow, ← pow_mul, ← pow_mul]
    rw [sum_congr rfl hz]
    have h1 : (phase n ^ s)⁻¹ * phase n ^ t ≠ 1 := fun h1 =>
      h (hω.pow_inj hs ht ((inv_mul_eq_one₀ (pow_ne_zero _ h0)).mp h1))
    have hpow : ((phase n ^ s)⁻¹ * phase n ^ t) ^ n = 1 := by
      rw [mul_pow, inv_pow, ← pow_mul, ← pow_mul, mul_comm s, mul_comm t, pow_mul, pow_mul,
        hω.pow_eq_one]
      simp
    have hg := mul_neg_geom_sum ((phase n ^ s)⁻¹ * phase n ^ t) n
    rw [hpow, sub_self] at hg
    exact (mul_eq_zero.mp hg).resolve_left (sub_ne_zero.mpr h1.symm)
```

## Each component solves the same equation

Shifting the argument by a constant does not alter the form of a derivative, so
$$(f_s)'(p)=\frac1n\sum_{k=0}^{n-1}\omega^{-sk}f'\!\left(p+\frac{2\pi k}{n}\right)=(f')_s(p).$$
The proof combines the rules for a shifted argument, a constant factor and a finite sum.

```lean
/-- For differentiable `f`, projection onto a Bloch label commutes with differentiation in the
torsional angle. -/
theorem hasDerivAt_blochComponent (n s : ℕ) {f f' : ℝ → ℂ}
    (hf : ∀ p, HasDerivAt f (f' p) p) (p : ℝ) :
    HasDerivAt (blochComponent n s f) (blochComponent n s f' p) p := by
  have h := (HasDerivAt.fun_sum (u := range n) fun k _ =>
    (HasDerivAt.comp_add_const p ((k : ℝ) * (2 * π / n)) (hf _)).const_mul
      ((phase n ^ (s * k))⁻¹)).div_const (n : ℂ)
  exact h
```

Now write $p_k=p+2\pi k/n$. The equation at $p_k$, together with $U(p_k)=U(p)$, reads
$$-F f''(p_k)+U(p)f(p_k)=E f(p_k).$$
Multiplying by $\omega^{-sk}$, summing over $k$ and dividing by $n$ gives
$$-F f_s''(p)+U(p)f_s(p)=E f_s(p).$$
The periodicity of $U$ is used through `hU.nat_mul`; `key` is the summed equation before division by $n$. This step does not need $f$ to be periodic.

```lean
/-- If the potential has period `2π/n`, each Bloch component of a solution solves the
same torsional equation with the same energy. -/
theorem blochComponent_solves {n : ℕ} (s : ℕ) {F E : ℝ} {U : ℝ → ℝ} {f : ℝ → ℂ}
    (hU : Function.Periodic U (2 * π / n)) (hf : SolvesTorsion F U E f) :
    SolvesTorsion F U E (blochComponent n s f) := by
  obtain ⟨f', f'', h1, h2, h3⟩ := hf
  refine ⟨blochComponent n s f', blochComponent n s f'',
    hasDerivAt_blochComponent n s h1, hasDerivAt_blochComponent n s h2, fun p => ?_⟩
  -- each rotated copy of f feels the same potential
  have key : -(F : ℂ) * (∑ k ∈ range n, (phase n ^ (s * k))⁻¹ * f'' (p + k * (2 * π / n)))
      + (U p : ℂ) * (∑ k ∈ range n, (phase n ^ (s * k))⁻¹ * f (p + k * (2 * π / n)))
      = (E : ℂ) * ∑ k ∈ range n, (phase n ^ (s * k))⁻¹ * f (p + k * (2 * π / n)) := by
    rw [mul_sum, mul_sum, mul_sum, ← sum_add_distrib]
    refine sum_congr rfl fun k _ => ?_
    have h := h3 (p + k * (2 * π / n))
    rw [hU.nat_mul k p] at h
    linear_combination (phase n ^ (s * k))⁻¹ * h
  simp only [blochComponent]
  linear_combination key / (n : ℂ)
```

## Rotation multiplies each component by a phase

Set $G_k=\omega^{-sk}f(p+2\pi k/n)$. Then
$$f_s\!\left(p+\frac{2\pi}{n}\right)=\frac1n\sum_{k=0}^{n-1}\omega^{-sk}f\!\left(p+\frac{2\pi(k+1)}{n}\right)=\frac{\omega^s}{n}\sum_{k=0}^{n-1}G_{k+1}.$$
The shifted sum differs from $\sum_{k=0}^{n-1}G_k$ by $G_n-G_0$. Since $\omega^n=1$ and $f(p+2\pi)=f(p)$, we have $G_n=f(p+2\pi)=f(p)=G_0$. Hence
$$f_s\!\left(p+\frac{2\pi}{n}\right)=\omega^s f_s(p).$$
In the proof, `hterm` extracts the factor $\omega^s$, `hend` is $G_n=G_0$, and `hsum` equates the two sums.

```lean
/-- For `n ≥ 1` and `f` of period `2π`, rotation by `2π/n` multiplies the component with label `s`
by the phase `exp(2πi/n)^s`. -/
theorem blochComponent_rotate {n : ℕ} (hn : n ≠ 0) (s : ℕ) {f : ℝ → ℂ}
    (hf : Function.Periodic f (2 * π)) (p : ℝ) :
    blochComponent n s f (p + 2 * π / n) = phase n ^ s * blochComponent n s f p := by
  have hn' : (n : ℝ) ≠ 0 := Nat.cast_ne_zero.mpr hn
  have hω : phase n ^ n = 1 := (Complex.isPrimitiveRoot_exp n hn).pow_eq_one
  have hP : phase n ^ s * (phase n ^ s)⁻¹ = 1 :=
    mul_inv_cancel₀ (pow_ne_zero _ (Complex.exp_ne_zero _))
  obtain ⟨G, hG⟩ : ∃ G : ℕ → ℂ, ∀ k, G k =
      (phase n ^ (s * k))⁻¹ * f (p + k * (2 * π / n)) := ⟨_, fun _ => rfl⟩
  -- a full turn brings the last term back to the first
  have hend : G n = G 0 := by
    have e : p + (n : ℝ) * (2 * π / n) = p + 2 * π := by field_simp
    rw [hG, hG, e, hf p, mul_comm s n, pow_mul, hω]
    simp
  have hsum : ∑ k ∈ range n, G (k + 1) = ∑ k ∈ range n, G k := by
    linear_combination sum_range_succ G n - sum_range_succ' G n + hend
  have hterm : ∀ k ∈ range n, (phase n ^ (s * k))⁻¹ * f (p + 2 * π / n + k * (2 * π / n))
      = phase n ^ s * G (k + 1) := by
    intro k _
    have e : p + ((k + 1 : ℕ) : ℝ) * (2 * π / n) = p + 2 * π / n + k * (2 * π / n) := by
      push_cast
      ring
    rw [hG, e, mul_add, mul_one, pow_add, mul_inv]
    linear_combination
      (-((phase n ^ (s * k))⁻¹ * f (p + 2 * π / n + k * (2 * π / n)))) * hP
  simp only [blochComponent]
  rw [sum_congr rfl hterm, ← mul_sum, hsum, mul_div_assoc]
  simp only [hG]
```

## The components add up to the solution, in one way

Exchanging the two finite sums,
$$\sum_{s=0}^{n-1}f_s(p)=\frac1n\sum_{k=0}^{n-1}\left(\sum_{s=0}^{n-1}\omega^{-sk}\right)f\!\left(p+\frac{2\pi k}{n}\right)=f(p),$$
because the inner sum is $n$ for $k=0$ and zero for $0<k<n$. That is the orthogonality relation for the labels $k$ and $0$, with $s$ as the summation index.

```lean
/-- For `n ≥ 1`, the Bloch components with labels `0, …, n-1` add up to the original function. -/
theorem sum_blochComponent {n : ℕ} (hn : n ≠ 0) (f : ℝ → ℂ) (p : ℝ) :
    f p = ∑ s ∈ range n, blochComponent n s f p := by
  have hn' : (n : ℂ) ≠ 0 := Nat.cast_ne_zero.mpr hn
  have h : ∀ k ∈ range n, ∑ s ∈ range n, (phase n ^ (s * k))⁻¹ * f (p + k * (2 * π / n))
      = if k = 0 then (n : ℂ) * f p else 0 := by
    intro k hk
    have e : ∑ s ∈ range n, (phase n ^ (s * k))⁻¹ = if k = 0 then (n : ℂ) else 0 := by
      rw [← phase_orthogonality (mem_range.mp hk) (Nat.pos_of_ne_zero hn)]
      exact sum_congr rfl fun s _ => by rw [zero_mul, pow_zero, mul_one, mul_comm s k]
    rw [← sum_mul, e]
    split_ifs with h0
    · subst h0
      simp
    · simp
  simp only [blochComponent]
  rw [← sum_div, sum_comm, sum_congr rfl h, sum_ite_eq',
    if_pos (mem_range.mpr (Nat.pos_of_ne_zero hn))]
  field_simp
```

Suppose that $f=\sum_{t=0}^{n-1}g_t$ with $g_t(p+2\pi/n)=\omega^t g_t(p)$. Repeating the rotation $k$ times gives $g_t(p+2\pi k/n)=\omega^{tk}g_t(p)$, which the proof obtains by induction. Projection then yields
$$f_s(p)=\frac1n\sum_{t=0}^{n-1}\left(\sum_{k=0}^{n-1}\omega^{-sk}\omega^{tk}\right)g_t(p)=g_s(p).$$
The components are therefore fixed by $f$ and the rotation condition alone.

```lean
/-- Uniqueness: if `f` is a sum of functions `g t`, `t < n`, each multiplied by
`exp(2πi/n)^t` under rotation by `2π/n`, then each `g s` is the Bloch component of `f`. -/
theorem bloch_unique {n : ℕ} {f : ℝ → ℂ} {g : ℕ → ℝ → ℂ}
    (hg : ∀ t < n, ∀ p, g t (p + 2 * π / n) = phase n ^ t * g t p)
    (hf : ∀ p, f p = ∑ t ∈ range n, g t p) {s : ℕ} (hs : s < n) (p : ℝ) :
    g s p = blochComponent n s f p := by
  have hn' : (n : ℂ) ≠ 0 := Nat.cast_ne_zero.mpr (by omega)
  have hk : ∀ t < n, ∀ k : ℕ, g t (p + k * (2 * π / n)) = phase n ^ (t * k) * g t p := by
    intro t ht k
    induction k with
    | zero => simp
    | succ k ih =>
      have e : p + ((k + 1 : ℕ) : ℝ) * (2 * π / n) = p + k * (2 * π / n) + 2 * π / n := by
        push_cast
        ring
      rw [e, hg t ht, ih, mul_add, mul_one, pow_add]
      ring
  have key : ∑ k ∈ range n, (phase n ^ (s * k))⁻¹ * f (p + k * (2 * π / n))
      = (n : ℂ) * g s p := by
    calc _ = ∑ k ∈ range n, ∑ t ∈ range n,
          (phase n ^ (s * k))⁻¹ * phase n ^ (t * k) * g t p := by
          refine sum_congr rfl fun k _ => ?_
          rw [hf, mul_sum]
          exact sum_congr rfl fun t ht => by rw [hk t (mem_range.mp ht), mul_assoc]
      _ = ∑ t ∈ range n, (if s = t then (n : ℂ) else 0) * g t p := by
          rw [sum_comm]
          exact sum_congr rfl fun t ht => by
            rw [← sum_mul, phase_orthogonality hs (mem_range.mp ht)]
      _ = (n : ℂ) * g s p := by simp [ite_mul, hs]
  rw [blochComponent, key]
  field_simp
```

For a potential of period $2\pi/n$ and a $2\pi$-periodic solution $f$, the preceding steps combine into
$$f=\sum_{s=0}^{n-1}f_s,\qquad -F f_s''+Uf_s=Ef_s,\qquad f_s\!\left(p+\frac{2\pi}{n}\right)=\omega^s f_s(p).$$

```lean
/-- Bloch decomposition for an `n`-fold barrier, `n ≥ 1`: a `2π`-periodic solution is the sum
of its Bloch components, which solve the same equation and acquire the phase
`exp(2πi/n)^s` under rotation by `2π/n`. -/
theorem bloch_decomposition {n : ℕ} (hn : n ≠ 0) {F E : ℝ} {U : ℝ → ℝ} {f : ℝ → ℂ}
    (hU : Function.Periodic U (2 * π / n)) (hf : SolvesTorsion F U E f)
    (hper : Function.Periodic f (2 * π)) :
    (∀ p, f p = ∑ s ∈ range n, blochComponent n s f p) ∧
    ∀ s, SolvesTorsion F U E (blochComponent n s f) ∧
      ∀ p, blochComponent n s f (p + 2 * π / n) = phase n ^ s * blochComponent n s f p :=
  ⟨sum_blochComponent hn f, fun s =>
    ⟨blochComponent_solves s hU hf, blochComponent_rotate hn s hper⟩⟩
```

## A and E components of the threefold rotor

The barrier has the required period, since
$$\cos\!\left(3\left(p+\frac{2\pi}{3}\right)\right)=\cos(3p+2\pi)=\cos 3p.$$
Taking $n=3$ and writing $\omega^s=e^{2\pi is/3}$ gives the threefold result.

```lean
/-- The threefold rotor: a `2π`-periodic solution with barrier `(V/2)(1 - cos 3p)` is a sum of
three solutions of the same equation, `s = 0, 1, 2`, which acquire the phase `exp(2πis/3)`
under rotation by `2π/3`. -/
theorem threefold_decomposition {F V E : ℝ} {f : ℝ → ℂ}
    (hf : SolvesTorsion F (threefoldBarrier V) E f) (hper : Function.Periodic f (2 * π)) :
    ∃ g : Fin 3 → ℝ → ℂ, (∀ p, f p = ∑ s, g s p) ∧
      ∀ s, SolvesTorsion F (threefoldBarrier V) E (g s) ∧
        ∀ p, g s (p + 2 * π / 3)
          = Complex.exp (2 * π * Complex.I * ((s : ℕ) : ℂ) / 3) * g s p := by
  have hU : Function.Periodic (threefoldBarrier V) (2 * π / (3 : ℕ)) := by
    intro p
    have e : 3 * (p + 2 * π / ((3 : ℕ) : ℝ)) = 3 * p + 2 * π := by
      push_cast
      ring
    rw [threefoldBarrier, threefoldBarrier, e, Real.cos_add_two_pi]
  obtain ⟨h1, h2⟩ := bloch_decomposition (by norm_num) hU hf hper
  refine ⟨fun s => blochComponent 3 s f, fun p => (h1 p).trans (Finset.sum_range _),
    fun s => ⟨(h2 s).1, fun p => ?_⟩⟩
  have h := (h2 s).2 p
  have e : phase 3 ^ (s : ℕ) = Complex.exp (2 * π * Complex.I * ((s : ℕ) : ℂ) / 3) := by
    rw [phase, ← Complex.exp_nat_mul]
    congr 1
    push_cast
    ring
  rw [e] at h
  simp only [Nat.cast_ofNat] at h
  exact h
```

In words: for real $F$, $V$ and $E$ and a complex $2\pi$-periodic solution $f$, there are three functions $g_s$, indexed by `Fin 3`, that is $s=0,1,2$. They add up to $f$, each solves the same equation at the same energy, and each satisfies $g_s(p+2\pi/3)=e^{2\pi is/3}g_s(p)$. The label $s=0$ is the A component; $s=1$ and $s=2$ are the two E components. Because the equation has real coefficients, the complex conjugate of a solution with label 1 is a solution with label 2 at the same energy, and conversely. Hence the common name E, though the code does not treat this pairing.

Some components may be the zero function. The theorem does not determine which energies admit periodic solutions, and the model leaves out coupling to overall rotation and to other vibrations.

The free-rotor limit $V=0$ shows the decomposition directly. At $E=F$, the solution $\cos p$ is $\tfrac12e^{ip}+\tfrac12e^{-ip}$. The first term has label 1, the second has label 2, and the A component is zero.

The periodicity of $f$ is needed. With $V=E=0$, the function $f(p)=p$ solves the equation. Yet if $g_s(p+2\pi/3)=e^{2\pi is/3}g_s(p)$, three rotations multiply $g_s$ by $e^{2\pi is}=1$, so any sum of such functions has period $2\pi$, and $p$ does not. The averages $f_s$ of this $f$ still add up to $f$, but they do not all obey the rotation rule.

## A nondegenerate level has one label

Let the potential have period $2\pi/n$, and suppose that every $2\pi$-periodic solution at $E$ is a multiple of one nonzero $2\pi$-periodic solution $f$. Choose $q$ with $f(q)\neq0$. Since the components add up to $f$, some $f_s(q)\ne0$. This $f_s$ is itself a $2\pi$-periodic solution, so $f_s=cf$ with $c\ne0$, and
$$c\,f\!\left(p+\frac{2\pi}{n}\right)=\omega^s c\,f(p).$$
Cancelling $c$ shows that $f$ carries the single label $s$. The solution $\cos p$ of the free rotor has two labels for $n=3$, which is possible because its level is degenerate. In the proof, `hsper` is the periodicity of the component and `hc0` is $c\ne0$.

```lean
/-- If every `2π`-periodic solution at energy `E` is a multiple of one nonzero `2π`-periodic
solution `f`, and the potential has period `2π/n` with `n ≥ 1`, then `f` has a single
Bloch label. -/
theorem nondegenerate_has_label {n : ℕ} (hn : n ≠ 0) {F E : ℝ} {U : ℝ → ℝ} {f : ℝ → ℂ}
    (hU : Function.Periodic U (2 * π / n)) (hf : SolvesTorsion F U E f)
    (hper : Function.Periodic f (2 * π)) (hne : ∃ p, f p ≠ 0)
    (hnd : ∀ g, SolvesTorsion F U E g → Function.Periodic g (2 * π) →
      ∃ c : ℂ, ∀ p, g p = c * f p) :
    ∃ s < n, ∀ p, f (p + 2 * π / n) = phase n ^ s * f p := by
  obtain ⟨q, hq⟩ := hne
  -- some component is nonzero, and it is proportional to f
  rw [sum_blochComponent hn f q] at hq
  obtain ⟨s, hs, hsq⟩ := exists_ne_zero_of_sum_ne_zero hq
  have hsper : Function.Periodic (blochComponent n s f) (2 * π) := by
    intro p
    simp only [blochComponent]
    congr 1
    refine sum_congr rfl fun k _ => ?_
    rw [show p + 2 * π + k * (2 * π / n) = p + k * (2 * π / n) + 2 * π by ring, hper]
  obtain ⟨c, hc⟩ := hnd _ (blochComponent_solves s hU hf) hsper
  have hc0 : c ≠ 0 := by
    rintro rfl
    exact hsq (by rw [hc, zero_mul])
  refine ⟨s, mem_range.mp hs, fun p => mul_left_cancel₀ hc0 ?_⟩
  have h := blochComponent_rotate hn s hper p
  rw [hc, hc] at h
  linear_combination h

end

end TorsionalBloch
```

```lean
#print axioms TorsionalBloch.blochComponent_solves
#print axioms TorsionalBloch.bloch_unique
#print axioms TorsionalBloch.threefold_decomposition
#print axioms TorsionalBloch.nondegenerate_has_label
```

```
'TorsionalBloch.blochComponent_solves' depends on axioms: [propext, Classical.choice, Quot.sound]
'TorsionalBloch.bloch_unique' depends on axioms: [propext, Classical.choice, Quot.sound]
'TorsionalBloch.threefold_decomposition' depends on axioms: [propext, Classical.choice, Quot.sound]
'TorsionalBloch.nondegenerate_has_label' depends on axioms: [propext, Classical.choice, Quot.sound]
```
